# For a differentiable relaxed scan, the Lagrange multiplier is the slope of the energy profile and the Lagrangian Hessian gives its curvature

Let E be an energy and c a constrained coordinate, both twice continuously differentiable functions of the geometry. Suppose that the geometry x(s) and the multiplier l(s) are differentiable in s on an open set of scan values, and that at each of these values

∇E = l ∇c at x(s), and c(x(s)) = s.

Write L = Hess E − l Hess c, taken at x(s), and let a prime denote d/ds. Then the profile F(s) = E(x(s)) satisfies

F′ = l and F″ = ⟨x′, L x′⟩,

and the response of the geometry and the multiplier obeys the bordered system

L x′ = l′ ∇c, ⟨∇c, x′⟩ = 1.

## Slopes, predictor steps and stiffness in a scan code

A relaxed scan fixes a bond length, an angle or another coordinate and optimizes everything else. The first identity gives the slope of the profile from the multiplier at a single converged point, which can be compared with a finite difference of neighbouring scan energies. If the bordered matrix is invertible, solving the system gives x′, and x + h x′ is then a first-order guess for the geometry at s + h. For an isolated molecule in Cartesian variables the matrix is singular, because overall translations and rotations change neither the energy nor a bond length or angle. Removing these motions, for instance by working in nonredundant internal coordinates, takes away this source of singularity.

The matrix in the curvature formula is L, not the energy Hessian alone. For a curved coordinate such as a bond length in Cartesian variables, the term l Hess c is generally nonzero away from unconstrained stationary points.

In electronic structure, the result applies to a scan that follows one differentiable branch of stationary geometries, as long as the potential energy surface and the coordinate are twice continuously differentiable near that branch. The Lean theorems ask for this smoothness on the whole space, which a Cartesian bond length and the nuclear repulsion lack where nuclei coincide. The conclusions at s are local, however: in ℝⁿ, multiplying E and c by a smooth cutoff that equals one near x(s) and vanishes farther out, before any singular geometry is reached, gives functions that satisfy the hypotheses on a smaller open set of scan values around s, with the same derivatives at x(s).

## From the constraint to the curvature

Write dE and dc for the differentials, so that dc(v) = ⟨∇c, v⟩, and L(v, w) for the bilinear form ⟨v, L w⟩. All derivatives of E and c are taken at x(s).

Differentiating c(x(s)) = s gives

dc(x′) = 1.

Differentiating dE = l dc along the path gives, for every displacement w,

D²E(x′, w) = l′ dc(w) + l D²c(x′, w).

Moving the last term to the left gives L(x′, w) = l′ dc(w), which is the first line of the bordered system.

The chain rule, stationarity and the constraint rate give the slope:

F′ = dE(x′) = l dc(x′) = l.

This holds throughout an open set, so it can be differentiated again. Setting w = x′ in the bordered system then yields

F″ = l′ = l′ dc(x′) = L(x′, x′).

Now suppose that L(w, w) ≥ 0 whenever dc(w) = 0. This is the second-order condition that a constrained minimum satisfies. Take any v with dc(v) = 1. The difference v − x′ is tangent to the constraint surface, and L(x′, v) = l′ dc(v) = F″. Since L is symmetric,

0 ≤ L(v − x′, v − x′) = L(v, v) − 2F″ + F″ = L(v, v) − F″.

Hence F″ ≤ L(v, v), with equality at v = x′: no displacement that advances the coordinate at unit rate is softer than the relaxed one.

Finally, let u solve L u = ∇c. Evaluating L(u, x′) = L(x′, u) in two ways gives

1 = dc(x′) = l′ dc(u) = F″ dc(u).

The stiffness F″ times the compliance dc(u) is therefore one.

For E = a² + ab + b² with a = s held fixed, relaxation gives b = −s/2. Then F = 3s²/4, l = 3s/2 and F″ = 3/2. Freezing b corresponds to v = (1, 0) and gives the larger value L(v, v) = 2.

## The Lean file

```lean
import Mathlib

open Filter Topology

namespace RelaxedScanProfile

noncomputable section

variable {V : Type*} [NormedAddCommGroup V] [NormedSpace ℝ V]

/-- A relaxed scan: at each value `s` in the open set `I`, the path `x` and the multiplier `l` are
differentiable, and the geometry `x s` satisfies the constraint `c = s` and the stationarity
condition `dE = l dc` with Lagrange multiplier `l s`. -/
structure RelaxedScan (E c : V → ℝ) (x : ℝ → V) (l : ℝ → ℝ) (I : Set ℝ) : Prop where
  isOpen : IsOpen I
  diff_x : ∀ s ∈ I, DifferentiableAt ℝ x s
  diff_l : ∀ s ∈ I, DifferentiableAt ℝ l s
  stationary : ∀ s ∈ I, fderiv ℝ E (x s) = l s • fderiv ℝ c (x s)
  constraint : ∀ s ∈ I, c (x s) = s

/-- The Hessian of the Lagrangian, `Hess E - l Hess c`, as a bilinear form at the geometry `p`. -/
def lagrangeHessian (E c : V → ℝ) (p : V) (l : ℝ) : V →L[ℝ] V →L[ℝ] ℝ :=
  fderiv ℝ (fderiv ℝ E) p - l • fderiv ℝ (fderiv ℝ c) p

/-- The energy profile `F(s) = E(x(s))` along a path of geometries. -/
def profile (E : V → ℝ) (x : ℝ → V) : ℝ → ℝ := fun s => E (x s)

variable {E c : V → ℝ} {x : ℝ → V} {l : ℝ → ℝ} {I : Set ℝ} {s : ℝ}

/-- The differential of a twice continuously differentiable function is differentiable. -/
lemma differentiable_fderiv {f : V → ℝ} (hf : ContDiff ℝ 2 f) :
    Differentiable ℝ (fderiv ℝ f) :=
  (hf.fderiv_right (m := 1) (by norm_num)).differentiable (by norm_num)

/-- The Hessian of the Lagrangian is symmetric. -/
theorem lagrangeHessian_symm (hE : ContDiff ℝ 2 E) (hc : ContDiff ℝ 2 c)
    (p : V) (m : ℝ) (v w : V) :
    lagrangeHessian E c p m v w = lagrangeHessian E c p m w v := by
  have h1 := second_derivative_symmetric
    (fun y => (hE.differentiable (by norm_num) y).hasFDerivAt)
    (differentiable_fderiv hE p).hasFDerivAt v w
  have h2 := second_derivative_symmetric
    (fun y => (hc.differentiable (by norm_num) y).hasFDerivAt)
    (differentiable_fderiv hc p).hasFDerivAt v w
  simp only [lagrangeHessian, sub_apply, smul_apply]
  rw [h1, h2]

/-- Along a relaxed scan the constrained coordinate advances at unit rate: `dc(x') = 1`. -/
theorem constraint_rate (hc : Differentiable ℝ c) (h : RelaxedScan E c x l I) (hs : s ∈ I) :
    fderiv ℝ c (x s) (deriv x s) = 1 := by
  have h1 : HasDerivAt (fun t => c (x t)) (fderiv ℝ c (x s) (deriv x s)) s :=
    (hc (x s)).hasFDerivAt.comp_hasDerivAt s (h.diff_x s hs).hasDerivAt
  have hev : (fun t => c (x t)) =ᶠ[𝓝 s] fun t => t := by
    filter_upwards [h.isOpen.mem_nhds hs] with t ht
    exact h.constraint t ht
  exact h1.unique ((hasDerivAt_id' s).congr_of_eventuallyEq hev)

/-- The bordered system for the response of geometry and multiplier:
`L x' = l' dc` together with `dc(x') = 1`. -/
theorem bordered_system (hE : ContDiff ℝ 2 E) (hc : ContDiff ℝ 2 c)
    (h : RelaxedScan E c x l I) (hs : s ∈ I) :
    lagrangeHessian E c (x s) (l s) (deriv x s) = deriv l s • fderiv ℝ c (x s) ∧
      fderiv ℝ c (x s) (deriv x s) = 1 := by
  refine ⟨?_, constraint_rate (hc.differentiable (by norm_num)) h hs⟩
  have hx := (h.diff_x s hs).hasDerivAt
  -- differentiate both sides of the stationarity condition along the path
  have h1 : HasDerivAt (fun t => fderiv ℝ E (x t))
      (fderiv ℝ (fderiv ℝ E) (x s) (deriv x s)) s :=
    (differentiable_fderiv hE (x s)).hasFDerivAt.comp_hasDerivAt s hx
  have h2 : HasDerivAt (fun t => fderiv ℝ c (x t))
      (fderiv ℝ (fderiv ℝ c) (x s) (deriv x s)) s :=
    (differentiable_fderiv hc (x s)).hasFDerivAt.comp_hasDerivAt s hx
  have h3 := (h.diff_l s hs).hasDerivAt.smul h2
  have hev : (fun t => fderiv ℝ E (x t)) =ᶠ[𝓝 s] fun t => l t • fderiv ℝ c (x t) := by
    filter_upwards [h.isOpen.mem_nhds hs] with t ht
    exact h.stationary t ht
  have h4 := h1.unique (h3.congr_of_eventuallyEq hev)
  simp only [lagrangeHessian, sub_apply, smul_apply]
  rw [h4]
  abel

/-- The slope of the energy profile is the Lagrange multiplier: `F' = l`. -/
theorem profile_slope (hE : Differentiable ℝ E) (hc : Differentiable ℝ c)
    (h : RelaxedScan E c x l I) (hs : s ∈ I) :
    HasDerivAt (profile E x) (l s) s := by
  have h1 : HasDerivAt (profile E x) (fderiv ℝ E (x s) (deriv x s)) s :=
    (hE (x s)).hasFDerivAt.comp_hasDerivAt s (h.diff_x s hs).hasDerivAt
  rwa [h.stationary s hs, smul_apply, constraint_rate hc h hs,
    smul_eq_mul, mul_one] at h1

/-- The curvature of the energy profile is the Hessian of the Lagrangian evaluated on the
path tangent: `F'' = L(x', x')`. -/
theorem profile_curvature (hE : ContDiff ℝ 2 E) (hc : ContDiff ℝ 2 c)
    (h : RelaxedScan E c x l I) (hs : s ∈ I) :
    HasDerivAt (deriv (profile E x))
      (lagrangeHessian E c (x s) (l s) (deriv x s) (deriv x s)) s := by
  obtain ⟨hL, h1⟩ := bordered_system hE hc h hs
  have hev : deriv (profile E x) =ᶠ[𝓝 s] l := by
    filter_upwards [h.isOpen.mem_nhds hs] with t ht
    exact (profile_slope (hE.differentiable (by norm_num))
      (hc.differentiable (by norm_num)) h ht).deriv
  rw [hL, smul_apply, h1, smul_eq_mul, mul_one]
  exact (h.diff_l s hs).hasDerivAt.congr_of_eventuallyEq hev

/-- If `L` is nonnegative on directions tangent to the constraint surface, the profile curvature
is at most `L(v, v)` for every displacement `v` that advances the coordinate at unit rate. -/
theorem profile_curvature_le (hE : ContDiff ℝ 2 E) (hc : ContDiff ℝ 2 c)
    (h : RelaxedScan E c x l I) (hs : s ∈ I)
    (hpos : ∀ w, fderiv ℝ c (x s) w = 0 → 0 ≤ lagrangeHessian E c (x s) (l s) w w)
    (v : V) (hv : fderiv ℝ c (x s) v = 1) :
    deriv (deriv (profile E x)) s ≤ lagrangeHessian E c (x s) (l s) v v := by
  obtain ⟨hL, h1⟩ := bordered_system hE hc h hs
  rw [(profile_curvature hE hc h hs).deriv]
  -- the difference of the two displacements is tangent to the constraint surface
  have hw := hpos (v - deriv x s) (by rw [map_sub, hv, h1, sub_self])
  have hxv : lagrangeHessian E c (x s) (l s) (deriv x s) v =
      lagrangeHessian E c (x s) (l s) (deriv x s) (deriv x s) := by
    rw [hL, smul_apply, smul_apply, hv, h1]
  have hsym := lagrangeHessian_symm hE hc (x s) (l s) v (deriv x s)
  simp only [map_sub, sub_apply] at hw
  linarith

/-- Stiffness times compliance is one: if the displacement `u` solves `L u = dc`, then
`F'' dc(u) = 1`. -/
theorem stiffness_mul_compliance (hE : ContDiff ℝ 2 E) (hc : ContDiff ℝ 2 c)
    (h : RelaxedScan E c x l I) (hs : s ∈ I) (u : V)
    (hu : lagrangeHessian E c (x s) (l s) u = fderiv ℝ c (x s)) :
    deriv (deriv (profile E x)) s * fderiv ℝ c (x s) u = 1 := by
  obtain ⟨hL, h1⟩ := bordered_system hE hc h hs
  have hsym := lagrangeHessian_symm hE hc (x s) (l s) (deriv x s) u
  rw [hu, h1, hL, smul_apply, smul_eq_mul] at hsym
  rw [(profile_curvature hE hc h hs).deriv, hL, smul_apply, h1,
    smul_eq_mul, mul_one]
  exact hsym

/-- Two coupled harmonic coordinates with energy `a² + ab + b²`. -/
def coupledEnergy (p : ℝ × ℝ) : ℝ := p.1 * p.1 + p.1 * p.2 + p.2 * p.2

/-- Scanning the first coordinate of the coupled harmonic energy gives a relaxed scan with
geometry `(s, -s/2)` and multiplier `3s/2`. -/
theorem relaxedScan_witness :
    ContDiff ℝ 2 coupledEnergy ∧ ContDiff ℝ 2 (Prod.fst : ℝ × ℝ → ℝ) ∧
      RelaxedScan coupledEnergy (Prod.fst : ℝ × ℝ → ℝ)
        (fun s => (s, -s / 2)) (fun s => 3 * s / 2) Set.univ := by
  refine ⟨by unfold coupledEnergy; fun_prop, contDiff_fst, isOpen_univ,
    fun s _ => by fun_prop, fun s _ => by fun_prop, fun s _ => ?_, fun s _ => rfl⟩
  have ha : HasFDerivAt (Prod.fst : ℝ × ℝ → ℝ) (ContinuousLinearMap.fst ℝ ℝ ℝ) (s, -s / 2) :=
    hasFDerivAt_fst
  have hb : HasFDerivAt (Prod.snd : ℝ × ℝ → ℝ) (ContinuousLinearMap.snd ℝ ℝ ℝ) (s, -s / 2) :=
    hasFDerivAt_snd
  have hE : HasFDerivAt coupledEnergy _ (s, -s / 2) :=
    ((ha.mul ha).add (ha.mul hb)).add (hb.mul hb)
  rw [hE.fderiv, ha.fderiv]
  refine ContinuousLinearMap.ext fun v => ?_
  simp only [add_apply, smul_apply,
    ContinuousLinearMap.coe_fst', ContinuousLinearMap.coe_snd', smul_eq_mul]
  ring

end

end RelaxedScanProfile
```

```lean
#print axioms RelaxedScanProfile.profile_curvature
#print axioms RelaxedScanProfile.profile_curvature_le
#print axioms RelaxedScanProfile.stiffness_mul_compliance
```

```
'RelaxedScanProfile.profile_curvature' depends on axioms: [propext, Classical.choice, Quot.sound]
'RelaxedScanProfile.profile_curvature_le' depends on axioms: [propext, Classical.choice, Quot.sound]
'RelaxedScanProfile.stiffness_mul_compliance' depends on axioms: [propext, Classical.choice, Quot.sound]
```

## Exact stationary paths, not optimizer output

The space `V` of geometries is any real normed space, which includes ℝⁿ. Gradients appear as differentials, `fderiv ℝ E` and `fderiv ℝ c`, and `lagrangeHessian` is a bilinear form, so no inner product or mass weighting enters. The structure `RelaxedScan` collects the openness of `I`, the differentiability of `x` and `l`, stationarity and the constraint. Its sign convention is dE = l dc, so `l` has units of energy per unit of c.

`constraint_rate` and `bordered_system` carry out the first two differentiations. In both, the two sides agree in a neighbourhood of `s` because `I` is open, and uniqueness of the derivative equates their rates. `profile_slope` applies the chain rule; `profile_curvature` replaces F′ by `l` near `s` and differentiates again. `lagrangeHessian_symm` supplies the symmetry needed for the last two results: `profile_curvature_le` expands the square and finishes with `linarith`, and `stiffness_mul_compliance` compares the two evaluations of L on u and x′. `relaxedScan_witness` verifies the smoothness and `RelaxedScan` hypotheses for the quadratic example. The extra hypotheses of the last two results are not part of that theorem, but they hold there too: L(w, w) = 2b² for a tangent direction w = (0, b), and u = (2/3, −1/3) solves L u = ∇c.

The existence of a differentiable path is assumed, as is a solution u in the compliance result. Stationary geometries need not be minima; only the inequality uses the condition on tangent directions. There is one scalar constraint, and stationarity is exact, so the theorems give no error estimate for a geometry converged to a finite force threshold. They also say nothing about a scan value at which the optimizer jumps to another branch.

A different model would start from a single constrained stationary point with an invertible bordered operator, on a complete space, and obtain the path from the implicit function theorem. Differentiability of x and l would then be a conclusion, but only for s near the starting value, and points with a singular bordered operator would be excluded. The present form takes the path as given and needs no invertibility.
